# A half-filled one-slice Hubbard dimer with nonzero coupling of auxiliary Ising fields to the spin: the transverse spin estimator matches the longitudinal mean with smaller variance

**Q:** You start from determinants summed over Ising fields, with no Hamiltonian in sight. Why is this a Hubbard dimer?

**A:** The fields are the chosen starting point; the decoupling that produces them is assumed. For a half-filled dimer with hopping t, repulsion U and one imaginary-time step Δτ, take k = tΔτ and cosh l = exp(UΔτ/2). Here k sets the hopping and l couples the fields p, q = ±1 to the spin on sites 0 and 1. The single step spans the whole inverse temperature, so averages are taken with e^(−ΔτT)e^(−ΔτV), where T is the hopping and V = U Σᵢ (nᵢ↑ − ½)(nᵢ↓ − ½); this is a Trotter approximation to the thermal state. Half filling is grand-canonical: one electron per site on average. The theorems allow all real k and l.

In Lean 4 with Mathlib:

```lean
import Mathlib

open Real (cosh sinh exp log)

namespace DimerSpinEstimators

noncomputable section

/-- Hopping factor of one imaginary-time slice of the dimer. -/
def hop (k : ℝ) : Matrix (Fin 2) (Fin 2) ℝ := !![cosh k, sinh k; sinh k, cosh k]

/-- Spin-up slice matrix in the fields `p`, `q`; spin down has `-l` in place of `l`. -/
def slice (k l p q : ℝ) : Matrix (Fin 2) (Fin 2) ℝ :=
  hop k * !![exp (l * p), 0; 0, exp (l * q)]
```

**Q:** And the fermions?

**A:** They are integrated out. Each spin species contributes det(1+B), where B is its slice matrix, and G = (1+B)⁻¹ is a true matrix inverse with Gᵢⱼ = ⟨cᵢcⱼ†⟩ in fixed fields. Spin down uses −l. The weight is the product of the two determinants.

```lean
/-- Fermion determinant of one spin species. -/
def fermionDet (k l p q : ℝ) : ℝ := (1 + slice k l p q).det

/-- Equal-time Green matrix of one spin species. -/
def green (k l p q : ℝ) : Matrix (Fin 2) (Fin 2) ℝ := (1 + slice k l p q)⁻¹

/-- Weight of a field configuration. -/
def weight (k l p q : ℝ) : ℝ := fermionDet k l p q * fermionDet k (-l) p q
```

**Q:** Do the estimators measure spin correlations?

**A:** Yes, by Wick's theorem in fixed fields, which enters through the definitions. With mᵢ = G↓ᵢᵢ − G↑ᵢᵢ,

Z = m₀m₁ − G↑₀₁G↑₁₀ − G↓₀₁G↓₁₀

X = −G↑₁₀G↓₀₁ − G↓₁₀G↑₀₁

Z estimates 4⟨S₀ᶻS₁ᶻ⟩ and X estimates 2⟨S₀ˣS₁ˣ + S₀ʸS₁ʸ⟩. Spin-rotation symmetry suggests equal means; here the equality is computed directly.

```lean
/-- Spin-up minus spin-down density on site `i` in given fields. -/
def moment (k l p q : ℝ) (i : Fin 2) : ℝ := green k (-l) p q i i - green k l p q i i

/-- Longitudinal estimator of the spin correlation. -/
def longitudinal (k l p q : ℝ) : ℝ :=
  moment k l p q 0 * moment k l p q 1 - green k l p q 0 1 * green k l p q 1 0
    - green k (-l) p q 0 1 * green k (-l) p q 1 0

/-- Transverse estimator of the spin correlation. -/
def transverse (k l p q : ℝ) : ℝ :=
  -(green k l p q 1 0 * green k (-l) p q 0 1) - green k (-l) p q 1 0 * green k l p q 0 1
```

**Q:** Is the variance that of a simulation?

**A:** It is the variance of one independent draw from the normalised weight, an explicit sum over four configurations. Autocorrelation is absent.

```lean
/-- Sum over two Ising fields. -/
def fieldSum (f : ℝ → ℝ → ℝ) : ℝ :=
  ∑ p ∈ ({1, -1} : Finset ℝ), ∑ q ∈ ({1, -1} : Finset ℝ), f p q

/-- Weighted mean over the field configurations. -/
def mean (k l : ℝ) (f : ℝ → ℝ → ℝ) : ℝ :=
  fieldSum (fun p q => weight k l p q * f p q) / fieldSum (fun p q => weight k l p q)

/-- Weighted variance over the field configurations. -/
def variance (k l : ℝ) (f : ℝ → ℝ → ℝ) : ℝ :=
  mean k l (fun p q => (f p q - mean k l f) ^ 2)
```

**Q:** Show me the algebra, starting with one configuration.

**A:** Since the hopping matrix `hop k` has determinant cosh²k − sinh²k = 1, the 2×2 determinant is

det(1+B) = 1 + cosh k (e^(lp) + e^(lq)) + e^(lp)e^(lq)

and the adjugate divided by it gives G. The next three lemmas do just this.

```lean
/-- The matrix `1 + B` written out. -/
theorem one_add_slice (k l p q : ℝ) : 1 + slice k l p q =
    !![1 + cosh k * exp (l * p), sinh k * exp (l * q);
       sinh k * exp (l * p), 1 + cosh k * exp (l * q)] := by
  rw [slice, hop, Matrix.one_fin_two, Matrix.mul_fin_two]
  ext i j
  fin_cases i <;> fin_cases j <;> simp

/-- The fermion determinant in closed form. -/
theorem fermionDet_eq (k l p q : ℝ) : fermionDet k l p q =
    1 + cosh k * (exp (l * p) + exp (l * q)) + exp (l * p) * exp (l * q) := by
  rw [fermionDet, one_add_slice, Matrix.det_fin_two_of]
  linear_combination exp (l * p) * exp (l * q) * Real.cosh_sq k

/-- The entries of the Green matrix in given fields. -/
theorem green_entries (k l p q : ℝ) :
    green k l p q 0 0 = (1 + cosh k * exp (l * q)) / fermionDet k l p q ∧
    green k l p q 0 1 = -(sinh k * exp (l * q)) / fermionDet k l p q ∧
    green k l p q 1 0 = -(sinh k * exp (l * p)) / fermionDet k l p q ∧
    green k l p q 1 1 = (1 + cosh k * exp (l * p)) / fermionDet k l p q := by
  have hd : (1 + slice k l p q).det = fermionDet k l p q := rfl
  have h : green k l p q = (fermionDet k l p q)⁻¹ •
      !![1 + cosh k * exp (l * q), -(sinh k * exp (l * q));
         -(sinh k * exp (l * p)), 1 + cosh k * exp (l * p)] := by
    rw [green, Matrix.inv_def, hd, one_add_slice, Matrix.adjugate_fin_two_of,
      Ring.inverse_eq_inv']
  refine ⟨?_, ?_, ?_, ?_⟩ <;> rw [h, div_eq_inv_mul] <;> rfl
```

**A:** Now write lp = a+b, lq = a−b and A = cosh a + cosh k cosh b. The determinants become 2e^a A and 2e^(−a) A, so the weight is 4A². Also

m₀ = (sinh a + cosh k sinh b)/A, m₁ = (sinh a − cosh k sinh b)/A

G↑₀₁G↑₁₀ = G↓₀₁G↓₁₀ = sinh²k/(4A²)

G↑₁₀G↓₀₁ = sinh²k e^(2b)/(4A²), G↓₁₀G↑₀₁ = sinh²k e^(−2b)/(4A²)

Therefore

Z = (2 sinh²a − 2 cosh²k sinh²b − sinh²k)/(2A²)

X = −sinh²k (1 + 2 sinh²b)/(2A²)

In the proof, every exponential is expressed through e^a and e^b; `linear_combination` then checks the determinants and the weight, and `field_simp` and `ring` check the two estimators.

```lean
/-- Weight and estimators, with the field terms split into a uniform part `a` and a
staggered part `b`. -/
theorem config_values (k l p q a b : ℝ) (hp : l * p = a + b) (hq : l * q = a - b) :
    weight k l p q = 4 * (cosh a + cosh k * cosh b) ^ 2 ∧
    longitudinal k l p q = (2 * sinh a ^ 2 - 2 * cosh k ^ 2 * sinh b ^ 2 - sinh k ^ 2) /
      (2 * (cosh a + cosh k * cosh b) ^ 2) ∧
    transverse k l p q = -(sinh k ^ 2 * (1 + 2 * sinh b ^ 2)) /
      (2 * (cosh a + cosh k * cosh b) ^ 2) := by
  have h1 : exp (l * p) = exp a * exp b := by rw [hp, Real.exp_add]
  have h2 : exp (l * q) = exp a * (exp b)⁻¹ := by
    rw [hq, sub_eq_add_neg, Real.exp_add, Real.exp_neg]
  have h3 : exp (-l * p) = (exp a)⁻¹ * (exp b)⁻¹ := by
    rw [neg_mul, Real.exp_neg, h1, mul_inv]
  have h4 : exp (-l * q) = (exp a)⁻¹ * exp b := by
    rw [neg_mul, Real.exp_neg, h2, mul_inv, inv_inv]
  have hu := mul_inv_cancel₀ (Real.exp_pos a).ne'
  have hv := mul_inv_cancel₀ (Real.exp_pos b).ne'
  have hA : cosh a + cosh k * cosh b ≠ 0 :=
    (add_pos (Real.cosh_pos a) (mul_pos (Real.cosh_pos k) (Real.cosh_pos b))).ne'
  have hF : fermionDet k l p q = 2 * exp a * (cosh a + cosh k * cosh b) := by
    rw [fermionDet_eq, h1, h2, Real.cosh_eq a, Real.cosh_eq b, Real.exp_neg, Real.exp_neg]
    linear_combination exp a ^ 2 * hv - hu
  have hH : fermionDet k (-l) p q = 2 * (exp a)⁻¹ * (cosh a + cosh k * cosh b) := by
    rw [fermionDet_eq, h3, h4, Real.cosh_eq a, Real.cosh_eq b, Real.exp_neg, Real.exp_neg]
    linear_combination (exp a)⁻¹ ^ 2 * hv - hu
  obtain ⟨a1, a2, a3, a4⟩ := green_entries k l p q
  obtain ⟨b1, b2, b3, b4⟩ := green_entries k (-l) p q
  obtain ⟨A, hAd⟩ : ∃ A, A = cosh a + cosh k * cosh b := ⟨_, rfl⟩
  rw [← hAd] at hF hH hA ⊢
  refine ⟨?_, ?_, ?_⟩
  · rw [weight, hF, hH]
    linear_combination 4 * A ^ 2 * hu
  · simp only [longitudinal, moment, a1, a2, a3, a4, b1, b2, b3, b4, hF, hH, h1, h2, h3, h4,
      Real.sinh_eq a, Real.sinh_eq b, Real.exp_neg]
    field_simp
    ring
  · simp only [transverse, a2, a3, b2, b3, hF, hH, h1, h2, h3, h4, Real.sinh_eq b,
      Real.exp_neg]
    field_simp
    ring
```

**Q:** Four configurations remain.

**A:** Reversing both fields swaps the spin species and changes neither the weight nor the estimators. That leaves aligned fields (a = l, b = 0) and opposed fields (a = 0, b = l), with A equal to

K = cosh l + cosh k, L = 1 + cosh k cosh l

and relative weights K² and L².

```lean
/-- Reversing both fields leaves the weight and both estimators unchanged. -/
theorem flip_symm (k l p q : ℝ) : weight k l (-p) (-q) = weight k l p q ∧
    longitudinal k l (-p) (-q) = longitudinal k l p q ∧
    transverse k l (-p) (-q) = transverse k l p q := by
  refine ⟨?_, ?_, ?_⟩ <;> simp only [weight, longitudinal, transverse, moment, fermionDet,
    green, slice, mul_neg, neg_mul, neg_neg] <;> ring

/-- The weighted mean of an observable that is even under reversal of both fields. -/
theorem mean_of_flip (k l : ℝ) (f : ℝ → ℝ → ℝ) (hf : ∀ p q, f (-p) (-q) = f p q) :
    mean k l f = ((cosh l + cosh k) ^ 2 * f 1 1 + (1 + cosh k * cosh l) ^ 2 * f 1 (-1)) /
      ((cosh l + cosh k) ^ 2 + (1 + cosh k * cosh l) ^ 2) := by
  have hne : (1 : ℝ) ≠ -1 := by norm_num
  have hK : 0 < cosh l + cosh k := add_pos (Real.cosh_pos l) (Real.cosh_pos k)
  have A := (config_values k l 1 1 l 0 (by ring) (by ring)).1
  have B := (config_values k l 1 (-1) 0 l (by ring) (by ring)).1
  simp only [Real.cosh_zero, mul_one] at A B
  have w1 := (flip_symm k l 1 1).1
  have w2 := (flip_symm k l 1 (-1)).1
  have h1 := hf 1 1
  have h2 := hf 1 (-1)
  rw [neg_neg] at w2 h2
  simp only [mean, fieldSum, Finset.sum_pair hne, w1, w2, h1, h2, A, B]
  rw [div_eq_div_iff (by positivity) (by positivity)]
  ring
```

**A:** The weights cancel the estimators' denominators. The numerators of the means are

Z: [2 sinh²l − sinh²k − 2 cosh²k sinh²l − sinh²k]/2 = −sinh²k cosh²l

X: [−sinh²k − sinh²k (1 + 2 sinh²l)]/2 = −sinh²k cosh²l

Both are divided by K² + L².

```lean
/-- Both estimators have the same weighted mean, given here in closed form. -/
theorem means_eq (k l : ℝ) :
    mean k l (longitudinal k l) = -(sinh k ^ 2 * cosh l ^ 2) /
      ((cosh l + cosh k) ^ 2 + (1 + cosh k * cosh l) ^ 2) ∧
    mean k l (transverse k l) = -(sinh k ^ 2 * cosh l ^ 2) /
      ((cosh l + cosh k) ^ 2 + (1 + cosh k * cosh l) ^ 2) := by
  have A := (config_values k l 1 1 l 0 (by ring) (by ring)).2
  have B := (config_values k l 1 (-1) 0 l (by ring) (by ring)).2
  simp only [Real.cosh_zero, Real.sinh_zero, mul_one] at A B
  have hK : cosh l + cosh k ≠ 0 := (add_pos (Real.cosh_pos l) (Real.cosh_pos k)).ne'
  have hL : 1 + cosh k * cosh l ≠ 0 :=
    (add_pos one_pos (mul_pos (Real.cosh_pos k) (Real.cosh_pos l))).ne'
  -- the weights cancel the denominators of the estimators
  have e : ∀ x y : ℝ, y ≠ 0 → y ^ 2 * (x / (2 * y ^ 2)) = x / 2 := by
    intro x y hy
    field_simp
  constructor
  · rw [mean_of_flip k l _ fun p q => (flip_symm k l p q).2.1, A.1, B.1, e _ _ hK, e _ _ hL]
    congr 1
    linear_combination -sinh l ^ 2 * Real.cosh_sq k + sinh k ^ 2 * Real.cosh_sq l
  · rw [mean_of_flip k l _ fun p q => (flip_symm k l p q).2.2, A.2, B.2, e _ _ hK, e _ _ hL]
    congr 1
    linear_combination sinh k ^ 2 * Real.cosh_sq l
```

**Q:** And the variances?

**A:** With equal means, only second moments matter. Put S = sinh²l and factor Z² − X² = (Z−X)(Z+X):

aligned: Z−X = S/K², Z+X = (S − sinh²k)/K²

opposed: Z−X = −S/L², Z+X = −(S cosh²k + sinh²k + S sinh²k)/L²

Weighting these products and using L² − K² = S sinh²k gives

Var Z − Var X = S²[L² − sinh⁴k + (cosh²k + sinh²k)K²]/(K²L²(K²+L²))

The same identity turns the bracket into

2K² cosh²k + sinh²k (cosh²l − cosh²k) = K[(3cosh²k − 1)cosh l + cosh k(cosh²k + 1)]

One K cancels. The proof replaces the common mean by a symbol m, then leaves the rational identity to `field_simp` and `ring`.

```lean
/-- The excess of the longitudinal over the transverse variance in closed form. -/
theorem variance_gap (k l : ℝ) :
    variance k l (longitudinal k l) - variance k l (transverse k l) =
      sinh l ^ 4 * ((3 * cosh k ^ 2 - 1) * cosh l + cosh k * (cosh k ^ 2 + 1)) /
      ((cosh l + cosh k) * (1 + cosh k * cosh l) ^ 2 *
        ((cosh l + cosh k) ^ 2 + (1 + cosh k * cosh l) ^ 2)) := by
  have A := (config_values k l 1 1 l 0 (by ring) (by ring)).2
  have B := (config_values k l 1 (-1) 0 l (by ring) (by ring)).2
  simp only [Real.cosh_zero, Real.sinh_zero, mul_one] at A B
  -- the common mean drops out of the difference
  simp only [variance, (means_eq k l).1, (means_eq k l).2]
  generalize -(sinh k ^ 2 * cosh l ^ 2) /
    ((cosh l + cosh k) ^ 2 + (1 + cosh k * cosh l) ^ 2) = m
  rw [mean_of_flip k l (fun p q => (longitudinal k l p q - m) ^ 2)
      (fun p q => by simp only [(flip_symm k l p q).2.1]),
    mean_of_flip k l (fun p q => (transverse k l p q - m) ^ 2)
      (fun p q => by simp only [(flip_symm k l p q).2.2])]
  have s4 : sinh l ^ 4 = (cosh l ^ 2 - 1) ^ 2 := by
    rw [← Real.sinh_sq]
    ring
  simp only [A.1, A.2, B.1, B.2, s4, Real.sinh_sq]
  have hx := Real.cosh_pos l
  have hy := Real.cosh_pos k
  generalize cosh l = x at hx ⊢
  generalize cosh k = y at hy ⊢
  field_simp
  ring
```

**A:** Every factor except S² is positive, and S vanishes only at l = 0. Hence the final equivalence, even at k = 0.

```lean
/-- The two estimators have equal weighted means, and the longitudinal one has the larger
variance exactly when the field coupling is nonzero. -/
theorem transverse_less_noisy (k l : ℝ) :
    mean k l (longitudinal k l) = mean k l (transverse k l) ∧
    (variance k l (transverse k l) < variance k l (longitudinal k l) ↔ l ≠ 0) := by
  refine ⟨(means_eq k l).1.trans (means_eq k l).2.symm, ?_⟩
  have hg := variance_gap k l
  constructor
  · rintro h rfl
    rw [Real.sinh_zero, zero_pow (by norm_num), zero_mul, zero_div] at hg
    linarith
  · intro hl
    have hS : sinh l ≠ 0 := fun h => hl (Real.sinh_eq_zero.mp h)
    have hx := Real.cosh_pos l
    have hy := Real.cosh_pos k
    have h3 : 0 < 3 * cosh k ^ 2 - 1 := by nlinarith [Real.one_le_cosh k]
    rw [← sub_pos, hg]
    positivity
```

**Q:** Does this tell me which estimator to use in production?

**A:** It shows, for two sites and one slice, that determinant Monte Carlo estimators of symmetry-related correlations can differ in noise. Larger lattices and more slices need their own analysis.

The same differences give a neighbouring result by hand: Z−X has mean zero and variance sinh⁴l/(K²L²), so adding any fixed multiple of it to X preserves the mean.

**Q:** Give me numbers.

**A:** At k = l = log 2, the fields multiply amplitudes by 2 or 1/2. The common mean is −225/3281, and the variance gap is 64800/5515361.

```lean
/-- For `k = l = log 2` the hopping matrix has entries `5/4` and `3/4`, the longitudinal
mean is `-225/3281`, and the variances differ by `64800/5515361`. -/
theorem log_two_dimer :
    hop (log 2) = !![5 / 4, 3 / 4; 3 / 4, 5 / 4] ∧
    mean (log 2) (log 2) (longitudinal (log 2) (log 2)) = -225 / 3281 ∧
    variance (log 2) (log 2) (longitudinal (log 2) (log 2)) -
      variance (log 2) (log 2) (transverse (log 2) (log 2)) = 64800 / 5515361 := by
  have hc : cosh (log 2) = 5 / 4 := by
    rw [Real.cosh_eq, Real.exp_neg, Real.exp_log two_pos]
    norm_num
  have hs : sinh (log 2) = 3 / 4 := by
    rw [Real.sinh_eq, Real.exp_neg, Real.exp_log two_pos]
    norm_num
  refine ⟨by rw [hop, hc, hs], ?_, ?_⟩
  · rw [(means_eq _ _).1, hc, hs]
    norm_num
  · rw [variance_gap, hc, hs]
    norm_num

end

end DimerSpinEstimators
```

```lean
#print axioms DimerSpinEstimators.transverse_less_noisy
#print axioms DimerSpinEstimators.log_two_dimer
```

```
'DimerSpinEstimators.transverse_less_noisy' depends on axioms: [propext, Classical.choice, Quot.sound]
'DimerSpinEstimators.log_two_dimer' depends on axioms: [propext, Classical.choice, Quot.sound]
```
